# Matching condition for κ = −1 bound states of the Dirac spherical well

A Dirac particle of mass $m$ in a spherical well of depth $V_0$ and radius $R$ has a $\kappa=-1$ bound state of energy $E$ exactly when the regular inner and decaying outer solutions are proportional at the wall, both components together. This holds for $-m\le E<m$ and $p^2=(E+V_0)^2-m^2>0$, with $p>0$ and $\hbar=c=1$. Here $E$ includes the rest energy, the potential enters as $E-V$, like an electrostatic one, and $\kappa=-1$ labels the $s_{1/2}$ states, whose upper component has zero orbital angular momentum.

In Lean 4 with Mathlib:

```lean
import Mathlib

open Real Filter Topology Set

namespace DiracSphericalWell

noncomputable section

variable {κ m E V V0 R p l r : ℝ} {P Q F G : ℝ → ℝ}
```

`RadialDirac` states the radial equations for $P$ and $Q$, which are $r$ times the upper and lower radial functions. Their derivation from the three-dimensional Dirac equation is assumed.

```lean
/-- The radial Dirac equations at radius `r ≠ 0` for upper component `P`, lower component `Q`,
energy `E` and potential value `V`. -/
def RadialDirac (κ m E V : ℝ) (P Q : ℝ → ℝ) (r : ℝ) : Prop :=
  HasDerivAt P (-κ * P r / r + (E - V + m) * Q r) r ∧
  HasDerivAt Q (κ * Q r / r - (E - V - m) * P r) r
```

The potential is a sharp step; negative $V_0$, a barrier, is also allowed.

```lean
/-- The spherical well: potential `-V0` for `r < R` and zero elsewhere. -/
def well (V0 R r : ℝ) : ℝ := if r < R then -V0 else 0
```

A bound state solves the equations off the wall, is continuous there, is nonzero somewhere, and has both components tending to zero at the origin and at infinity. No form of solution is presupposed.

```lean
/-- A bound state with `κ = -1`: a nonzero solution of the radial equations in the well,
continuous at the wall, with both components vanishing at the origin and at infinity. -/
structure IsBoundState (m E V0 R : ℝ) (P Q : ℝ → ℝ) : Prop where
  eqn : ∀ r, 0 < r → r ≠ R → RadialDirac (-1) m E (well V0 R r) P Q r
  contP : ContinuousAt P R
  contQ : ContinuousAt Q R
  originP : Tendsto P (𝓝[>] 0) (𝓝 0)
  originQ : Tendsto Q (𝓝[>] 0) (𝓝 0)
  inftyP : Tendsto P atTop (𝓝 0)
  inftyQ : Tendsto Q atTop (𝓝 0)
  nontrivial : ∃ r, 0 < r ∧ (P r ≠ 0 ∨ Q r ≠ 0)
```

Write $a=E+V_0+m$. The inner lower component belongs to $P=\sin(pr+\delta)$, with phase $\delta$. Outside, `l` is the decay constant, $l=\sqrt{m^2-E^2}$, not an angular momentum. The factor $E+m$ in the upper component keeps the outer pair valid at $E=-m$.

```lean
/-- Lower component belonging to `P = sin (p r + δ)`, for `r ≠ 0` and `a = E + V0 + m ≠ 0`. -/
def innerQ (a p δ r : ℝ) : ℝ := (p * cos (p * r + δ) - sin (p * r + δ) / r) / a

/-- Upper component outside the well, with `e = E + m`. -/
def outerP (e l r : ℝ) : ℝ := e * exp (-(l * r))

/-- Lower component outside the well, for `r ≠ 0`. -/
def outerQ (l r : ℝ) : ℝ := -(l + r⁻¹) * exp (-(l * r))
```

## (a) Zero slope

Let $f$ be continuous on $[a,b]$, $a<b$ (here interval ends), with $f'=0$ inside. Show $f(a)=f(b)$.

By the mean value theorem, $(f(b)-f(a))/(b-a)=f'(c)=0$ for some $c$.

```lean
/-- A function continuous on `[a, b]` with zero derivative inside has equal end values. -/
theorem eq_of_deriv_zero {f : ℝ → ℝ} {a b : ℝ} (hab : a < b) (hc : ContinuousOn f (Icc a b))
    (hd : ∀ x ∈ Ioo a b, HasDerivAt f 0 x) : f a = f b := by
  obtain ⟨c, _, h⟩ := exists_hasDerivAt_eq_slope f (fun _ => 0) hab hc hd
  have h' : (f b - f a) / (b - a) = 0 := h.symm
  rcases div_eq_zero_iff.mp h' with h | h <;> linarith
```

## (b) Constant Wronskian

For solutions $(P,Q)$ and $(F,G)$, upper component first, with the same $\kappa$, $m$ and $E$ in one constant potential $V$, show $(PG-QF)'=0$, so the end values agree.

Put $\alpha=E-V+m$, $\beta=E-V-m$. The $\kappa/r$ terms cancel in pairs, leaving
$$\alpha QG-\beta PF+\beta PF-\alpha QG=0.$$
`ring` checks this; (a) finishes.

```lean
/-- The Wronskian `P G - Q F` of two solutions with the same `κ`, mass and energy in the same
constant potential has equal values at the ends of an interval; `(P, Q)` need only be continuous at
the ends. -/
theorem wronskian_const {a b : ℝ} (hab : a < b)
    (hc : ∀ x ∈ Icc a b, ContinuousAt P x ∧ ContinuousAt Q x)
    (h1 : ∀ x ∈ Ioo a b, RadialDirac κ m E V P Q x)
    (h2 : ∀ x ∈ Icc a b, RadialDirac κ m E V F G x) :
    P a * G a - Q a * F a = P b * G b - Q b * F b := by
  refine eq_of_deriv_zero (f := fun x => P x * G x - Q x * F x) hab (fun x hx => ?_)
    (fun x hx => ?_)
  · exact (((hc x hx).1.mul (h2 x hx).2.continuousAt).sub
      ((hc x hx).2.mul (h2 x hx).1.continuousAt)).continuousWithinAt
  · have k := h2 x (Ioo_subset_Icc_self hx)
    exact (((h1 x hx).1.fun_mul k.2).fun_sub ((h1 x hx).2.fun_mul k.1)).congr_deriv (by ring)
```

## (c) Inner solutions

With $\theta=pr+\delta$, show that $P=\sin\theta$, $Q=(p\cos\theta-\sin\theta/r)/a$ solve the equations for $V=-V_0$.

First, $P'-P/r=aQ$. Next,
$$Q'=\frac{-p^2\sin\theta-p\cos\theta/r+\sin\theta/r^2}{a}=-\frac Qr-\frac{p^2}{a}P,$$
and $p^2/a=E+V_0-m$.

```lean
/-- Inside the well `sin (p r + δ)` and its lower component solve the `κ = -1` radial equations at
`r ≠ 0` for every phase `δ`, if `p² = (E + V0)² - m²` and `E + V0 + m ≠ 0`. -/
theorem inner_solution (hr : r ≠ 0) (ha : E + V0 + m ≠ 0) (hp2 : p ^ 2 = (E + V0) ^ 2 - m ^ 2)
    (δ : ℝ) : RadialDirac (-1) m E (-V0) (fun x => sin (p * x + δ))
      (innerQ (E + V0 + m) p δ) r := by
  have hlin : HasDerivAt (fun x => p * x + δ) p r :=
    (((hasDerivAt_id' r).const_mul p).add_const δ).congr_deriv (mul_one p)
  have hb : E - -V0 - m = p ^ 2 / (E + V0 + m) := by
    rw [eq_div_iff ha]; linear_combination -hp2
  have ha' : E - -V0 + m = E + V0 + m := by ring
  constructor
  · refine hlin.sin.congr_deriv ?_
    dsimp only [innerQ]
    rw [ha']
    generalize E + V0 + m = a at ha ⊢
    field_simp
    ring
  · refine (((hlin.cos.const_mul p).fun_sub
      (hlin.sin.fun_div (hasDerivAt_id' r) hr)).div_const (E + V0 + m)).congr_deriv ?_
    dsimp only [innerQ]
    rw [hb]
    generalize E + V0 + m = a at ha ⊢
    field_simp
    ring
```

## (d) Outer solution

Show that $F=(E+m)e^{-lr}$, $G=-(l+1/r)e^{-lr}$ solve them for $V=0$.

Here $F'-F/r=(E+m)G$, and
$$G'+G/r=l^2e^{-lr}=(m^2-E^2)e^{-lr}=-(E-m)F.$$

```lean
/-- Outside the well the exponential pair solves the `κ = -1` radial equations if `l² = m² - E²`. -/
theorem outer_solution (hr : r ≠ 0) (hl2 : l ^ 2 = m ^ 2 - E ^ 2) :
    RadialDirac (-1) m E 0 (outerP (E + m) l) (outerQ l) r := by
  have he : HasDerivAt (fun x => exp (-(l * x))) (exp (-(l * r)) * (-l)) r :=
    (((hasDerivAt_id' r).const_mul l).fun_neg.exp).congr_deriv (by ring)
  constructor
  · refine (he.const_mul (E + m)).congr_deriv ?_
    dsimp only [outerP, outerQ]
    ring
  · refine (((hasDerivAt_inv hr).const_add l).fun_neg.fun_mul he).congr_deriv ?_
    dsimp only [outerP, outerQ]
    linear_combination exp (-(l * r)) * hl2
```

## (e) Behaviour at the origin

Show $p\cos pr-\sin(pr)/r\to0$ as $r\to0^+$.

The quotient is the slope of $\sin pr$ at zero, which tends to $p$; so does the first term.

```lean
/-- The combination `p cos (p r) - sin (p r) / r` tends to zero as `r` tends to zero from above. -/
theorem inner_origin (p : ℝ) :
    Tendsto (fun r => p * cos (p * r) - sin (p * r) / r) (𝓝[>] 0) (𝓝 0) := by
  have h : HasDerivAt (fun x => sin (p * x)) p 0 := by
    simpa using ((hasDerivAt_id' (0 : ℝ)).const_mul p).sin
  have h1 := h.tendsto_slope_zero_right
  simp only [zero_add, mul_zero, sin_zero, sub_zero, smul_eq_mul] at h1
  have h2 : Tendsto (fun x => p * cos (p * x)) (𝓝[>] 0) (𝓝 p) :=
    ((by fun_prop : Continuous fun x : ℝ => p * cos (p * x)).tendsto' 0 p
      (by simp)).mono_left nhdsWithin_le_nhds
  have h3 := h2.sub h1
  rw [sub_self] at h3
  exact h3.congr fun x => by ring
```

## (f) Behaviour at infinity

Show $F,G\to0$.

If $l>0$, the exponential decays. If $l=0$, then $E=-m$, so $F=0$ and $G=-1/r$.

```lean
/-- Both outer components vanish at infinity if `E < m`, `l ≥ 0` and `l² = m² - E²`. -/
theorem outer_infinity (hE : E < m) (hl : 0 ≤ l) (hl2 : l ^ 2 = m ^ 2 - E ^ 2) :
    Tendsto (outerP (E + m) l) atTop (𝓝 0) ∧ Tendsto (outerQ l) atTop (𝓝 0) := by
  have hi := tendsto_inv_atTop_zero (𝕜 := ℝ)
  rcases hl.eq_or_lt with rfl | hl0
  · -- threshold: the upper component is identically zero
    have h0 : (m - E) * (E + m) = 0 := by linear_combination -hl2
    have hem := (mul_eq_zero.mp h0).resolve_left (sub_pos.2 hE).ne'
    have h := hi.neg
    rw [neg_zero] at h
    exact ⟨tendsto_const_nhds.congr fun x => by simp [outerP, hem],
      h.congr fun x => by simp [outerQ]⟩
  · have he : Tendsto (fun x => exp (-(l * x))) atTop (𝓝 0) :=
      Real.tendsto_exp_neg_atTop_nhds_zero.comp (tendsto_id.const_mul_atTop hl0)
    have h1 := he.const_mul (E + m)
    have h2 := (hi.const_add l).neg.mul he
    rw [mul_zero] at h1 h2
    exact ⟨h1, h2⟩
```

## (g) Every bound state matches

Let $q(r)$ be the inner lower component with $\delta=0$. Given a bound state, show
$$\sin(pR)\,G(R)=q(R)\,F(R).$$

By (b) and the limits at the origin, $Pq-Q\sin pr=0$ at $R$. By the limits at infinity, $PG-QF=0$ for $r\ge R$. If $(P,Q)\ne(0,0)$ at $R$, both explicit pairs are parallel to it, which is the claim.

Suppose instead $P(R)=Q(R)=0$. Inside, the Wronskian with every phase vanishes. At a given $r$, $\delta=-pr$ gives $P\,p/a=0$, and $\delta=\pi/2-pr$ then gives $Q=0$. Outside, $G\ne0$ and
$$(Q/G)'=-(E-m)(PG-QF)/G^2=0,$$
so $Q=0$, then $P=0$. This contradicts `nontrivial`.

```lean
/-- If a bound state exists, with `p > 0`, `E < m`, `l ≥ 0` and the stated `p²` and `l²`, the
regular inner and the decaying outer solution are proportional at the wall. -/
theorem IsBoundState.matching (h : IsBoundState m E V0 R P Q) (hR : 0 < R) (hE : E < m)
    (hp : 0 < p) (ha : E + V0 + m ≠ 0) (hp2 : p ^ 2 = (E + V0) ^ 2 - m ^ 2)
    (hl : 0 ≤ l) (hl2 : l ^ 2 = m ^ 2 - E ^ 2) :
    sin (p * R) * outerQ l R = innerQ (E + V0 + m) p 0 R * outerP (E + m) l R := by
  have hc : ∀ r, 0 < r → ContinuousAt P r ∧ ContinuousAt Q r := by
    intro r hr
    by_cases hrR : r = R
    · rw [hrR]; exact ⟨h.contP, h.contQ⟩
    · exact ⟨(h.eqn r hr hrR).1.continuousAt, (h.eqn r hr hrR).2.continuousAt⟩
  have hin : ∀ r, 0 < r → r < R → RadialDirac (-1) m E (-V0) P Q r := by
    intro r h0 hr
    have h' := h.eqn r h0 hr.ne
    rwa [well, if_pos hr] at h'
  have hout : ∀ r, R < r → RadialDirac (-1) m E 0 P Q r := by
    intro r hr
    have h' := h.eqn r (hR.trans hr) hr.ne'
    rwa [well, if_neg (not_lt.2 hr.le)] at h'
  have ho : ∀ r, 0 < r → RadialDirac (-1) m E 0 (outerP (E + m) l) (outerQ l) r :=
    fun r hr => outer_solution hr.ne' hl2
  have hG : ∀ r, 0 < r → outerQ l r ≠ 0 := fun r hr =>
    mul_ne_zero (neg_ne_zero.2 (by positivity)) (exp_pos _).ne'
  have hW : ∀ δ r, 0 < r → r < R →
      P r * innerQ (E + V0 + m) p δ r - Q r * sin (p * r + δ) =
      P R * innerQ (E + V0 + m) p δ R - Q R * sin (p * R + δ) := fun δ r h0 hr =>
    wronskian_const (F := fun x => sin (p * x + δ)) (G := innerQ (E + V0 + m) p δ) hr
      (fun x hx => hc x (h0.trans_le hx.1)) (fun x hx => hin x (h0.trans hx.1) hx.2)
      (fun x hx => inner_solution (h0.trans_le hx.1).ne' ha hp2 δ)
  -- regularity at the origin makes the inner Wronskian vanish
  have hin0 : P R * innerQ (E + V0 + m) p 0 R - Q R * sin (p * R + 0) = 0 := by
    have hs : Tendsto (fun x => sin (p * x + 0)) (𝓝[>] 0) (𝓝 0) :=
      ((by fun_prop : Continuous fun x : ℝ => sin (p * x + 0)).tendsto' 0 0
        (by simp)).mono_left nhdsWithin_le_nhds
    have hq := (inner_origin p).div_const (E + V0 + m)
    rw [zero_div] at hq
    have hq' : Tendsto (innerQ (E + V0 + m) p 0) (𝓝[>] 0) (𝓝 0) :=
      hq.congr fun x => by simp only [innerQ, add_zero]
    have hlim := (h.originP.mul hq').sub (h.originQ.mul hs)
    rw [mul_zero, sub_self] at hlim
    refine tendsto_nhds_unique (tendsto_const_nhds.congr' ?_) hlim
    filter_upwards [Ioo_mem_nhdsGT hR] with s hs'
    exact (hW 0 s hs'.1 hs'.2).symm
  -- decay at infinity makes the outer Wronskian vanish
  have hout0 : ∀ r, R ≤ r → P r * outerQ l r - Q r * outerP (E + m) l r = 0 := by
    intro r hr
    have hi := outer_infinity hE hl hl2
    have hlim := (h.inftyP.mul hi.2).sub (h.inftyQ.mul hi.1)
    rw [mul_zero, sub_self] at hlim
    refine tendsto_nhds_unique (tendsto_const_nhds.congr' ?_) hlim
    filter_upwards [eventually_gt_atTop r] with b hb
    exact wronskian_const hb (fun x hx => hc x (hR.trans_le (hr.trans hx.1)))
      (fun x hx => hout x (hr.trans_lt hx.1)) (fun x hx => ho x (hR.trans_le (hr.trans hx.1)))
  -- a solution that vanishes at the wall vanishes everywhere
  have hne : P R ≠ 0 ∨ Q R ≠ 0 := by
    by_contra hcon
    rw [not_or, not_not, not_not] at hcon
    obtain ⟨hP, hQ⟩ := hcon
    obtain ⟨r, hr, hnz⟩ := h.nontrivial
    have hz : P r = 0 ∧ Q r = 0 := by
      rcases lt_trichotomy r R with hlt | heq | hgt
      · have h1 := hW (-(p * r)) r hr hlt
        have h2 := hW (π / 2 - p * r) r hr hlt
        have e2 : p * r + (π / 2 - p * r) = π / 2 := by ring
        rw [hP, hQ] at h1 h2
        simp only [innerQ, add_neg_cancel, cos_zero, sin_zero, zero_div, sub_zero, mul_one,
          mul_zero, zero_mul] at h1
        simp only [innerQ, e2, cos_pi_div_two, sin_pi_div_two, mul_zero, zero_mul, sub_zero,
          mul_one] at h2
        have hP0 : P r = 0 := (mul_eq_zero.mp h1).resolve_right (div_ne_zero hp.ne' ha)
        rw [hP0, zero_mul] at h2
        exact ⟨hP0, by linarith⟩
      · rw [heq]; exact ⟨hP, hQ⟩
      · have hq : Q R / outerQ l R = Q r / outerQ l r := by
          refine eq_of_deriv_zero (f := fun x => Q x / outerQ l x) hgt (fun x hx => ?_)
            (fun x hx => ?_)
          · have hx0 := hR.trans_le hx.1
            exact ((hc x hx0).2.div (ho x hx0).2.continuousAt (hG x hx0)).continuousWithinAt
          · have hx0 := hR.trans hx.1
            refine ((hout x hx.1).2.fun_div (ho x hx0).2 (hG x hx0)).congr_deriv ?_
            rw [div_eq_zero_iff]
            left
            linear_combination (-(E - 0 - m)) * hout0 x hx.1.le
        rw [hQ, zero_div] at hq
        have hQ0 := (div_eq_zero_iff.mp hq.symm).resolve_right (hG r hr)
        have hw := hout0 r hgt.le
        rw [hQ0, zero_mul, sub_zero] at hw
        exact ⟨(mul_eq_zero.mp hw).resolve_right (hG r hr), hQ0⟩
    exact hnz.elim (fun k => k hz.1) (fun k => k hz.2)
  rw [add_zero] at hin0
  have hoR := hout0 R le_rfl
  rcases hne with hP | hQ
  · exact mul_left_cancel₀ hP
      (by linear_combination sin (p * R) * hoR - outerP (E + m) l R * hin0)
  · exact mul_left_cancel₀ hQ
      (by linear_combination innerQ (E + V0 + m) p 0 R * hoR - outerQ l R * hin0)
```

## (h) Joining at the wall

For $f,g$ continuous at $R$ with $f(R)=g(R)$, show that $f$ for $r\le R$, continued by $g$, is continuous at $R$.

Both one-sided limits equal $f(R)$.

```lean
/-- Two functions continuous at the wall and equal there join to a function continuous there. -/
theorem glue_continuousAt {f g : ℝ → ℝ} (hf : ContinuousAt f R) (hg : ContinuousAt g R)
    (h : f R = g R) : ContinuousAt (fun r => if r ≤ R then f r else g r) R := by
  rw [continuousAt_iff_continuous_left_right]
  constructor
  · exact hf.continuousWithinAt.congr (fun y hy => if_pos hy) (if_pos le_rfl)
  · refine hg.continuousWithinAt.congr (fun y hy => ?_) (by simp [h])
    rcases eq_or_lt_of_le (show R ≤ y from hy) with heq | hlt
    · simp [← heq, h]
    · simp [not_le.2 hlt]
```

## (i) The energy condition

Show that a bound state exists iff
$$(E+m)(pR\cos pR-\sin pR)+(E+V_0+m)(1+lR)\sin pR=0.$$

Since $p^2=a(E+V_0-m)>0$, $a\ne0$. Multiplying the equation in (g) by $Ra\,e^{lR}$ gives
$$-a(1+lR)\sin pR=(E+m)(pR\cos pR-\sin pR),$$
the condition; `key` records this equivalence.

Conversely, take $G(R)(\sin pr,q)$ inside and $q(R)(F,G)$ outside. The lower components agree at $R$ identically, the upper ones by the condition. The pair is nonzero there: $G(R)\ne0$, and if $\sin pR=0$ then $q(R)=p\cos(pR)/a\ne0$. Parts (c)–(f) and (h) supply the remaining properties.

```lean
/-- For `R > 0`, `E < m`, `p > 0` with `p² = (E + V0)² - m²` and `l ≥ 0` with `l² = m² - E²`,
the well has a `κ = -1` bound state of energy `E` iff the matching condition holds. -/
theorem bound_state_iff (hR : 0 < R) (hE : E < m) (hp : 0 < p)
    (hp2 : p ^ 2 = (E + V0) ^ 2 - m ^ 2) (hl : 0 ≤ l) (hl2 : l ^ 2 = m ^ 2 - E ^ 2) :
    (∃ P Q, IsBoundState m E V0 R P Q) ↔
      (E + m) * (p * R * cos (p * R) - sin (p * R))
        + (E + V0 + m) * (1 + l * R) * sin (p * R) = 0 := by
  have ha : E + V0 + m ≠ 0 := fun h0 => (pow_pos hp 2).ne'
    (by rw [hp2]; linear_combination (E + V0 - m) * h0)
  have key : ((E + m) * (p * R * cos (p * R) - sin (p * R))
      + (E + V0 + m) * (1 + l * R) * sin (p * R)) * exp (-(l * R)) =
      -(R * (E + V0 + m)) * (sin (p * R) * outerQ l R
        - innerQ (E + V0 + m) p 0 R * outerP (E + m) l R) := by
    simp only [innerQ, outerP, outerQ, add_zero]
    generalize exp (-(l * R)) = ex
    generalize E + V0 + m = a at ha ⊢
    field_simp
    ring
  constructor
  · rintro ⟨P, Q, h⟩
    rw [h.matching hR hE hp ha hp2 hl hl2, sub_self, mul_zero] at key
    exact (mul_eq_zero.mp key).resolve_right (exp_pos _).ne'
  · intro hC
    rw [hC, zero_mul] at key
    have hD := sub_eq_zero.mp ((mul_eq_zero.mp key.symm).resolve_left
      (neg_ne_zero.2 (mul_ne_zero hR.ne' ha)))
    have hA : outerQ l R ≠ 0 :=
      mul_ne_zero (neg_ne_zero.2 (by positivity)) (exp_pos _).ne'
    have hi := outer_infinity hE hl hl2
    have hsR := inner_solution hR.ne' ha hp2 0
    have hoR := outer_solution hR.ne' hl2
    have e0 : ∀ f g : ℝ → ℝ, f =ᶠ[𝓝[>] 0] (fun x => if x ≤ R then f x else g x) := by
      intro f g
      filter_upwards [Ioo_mem_nhdsGT hR] with x hx
      exact (if_pos hx.2.le).symm
    have eI : ∀ f g : ℝ → ℝ, g =ᶠ[atTop] (fun x => if x ≤ R then f x else g x) := by
      intro f g
      filter_upwards [eventually_gt_atTop R] with x hx
      exact (if_neg (not_le.2 hx)).symm
    -- join the two solutions with amplitudes that match at the wall
    refine ⟨fun r => if r ≤ R then outerQ l R * sin (p * r + 0)
        else innerQ (E + V0 + m) p 0 R * outerP (E + m) l r,
      fun r => if r ≤ R then outerQ l R * innerQ (E + V0 + m) p 0 r
        else innerQ (E + V0 + m) p 0 R * outerQ l r, ?_, ?_, ?_, ?_, ?_, ?_, ?_, ?_⟩
    · intro r hr hne
      rcases lt_or_gt_of_ne hne with hlt | hgt
      · rw [well, if_pos hlt]
        have hs := inner_solution hr.ne' ha hp2 0
        have e : ∀ f g : ℝ → ℝ, (fun x => if x ≤ R then f x else g x) =ᶠ[𝓝 r] f := by
          intro f g
          filter_upwards [Iio_mem_nhds hlt] with x hx
          exact if_pos (le_of_lt hx)
        constructor
        · refine ((hs.1.const_mul (outerQ l R)).congr_of_eventuallyEq (e _ _)).congr_deriv ?_
          simp only [if_pos hlt.le]
          ring
        · refine ((hs.2.const_mul (outerQ l R)).congr_of_eventuallyEq (e _ _)).congr_deriv ?_
          simp only [if_pos hlt.le]
          ring
      · rw [well, if_neg (not_lt.2 (le_of_lt hgt))]
        have hs := outer_solution hr.ne' hl2
        have e : ∀ f g : ℝ → ℝ, (fun x => if x ≤ R then f x else g x) =ᶠ[𝓝 r] g := by
          intro f g
          filter_upwards [Ioi_mem_nhds hgt] with x hx
          exact if_neg (not_le.2 hx)
        constructor
        · refine ((hs.1.const_mul (innerQ (E + V0 + m) p 0 R)).congr_of_eventuallyEq
            (e _ _)).congr_deriv ?_
          simp only [if_neg (not_le.2 hgt)]
          ring
        · refine ((hs.2.const_mul (innerQ (E + V0 + m) p 0 R)).congr_of_eventuallyEq
            (e _ _)).congr_deriv ?_
          simp only [if_neg (not_le.2 hgt)]
          ring
    · exact glue_continuousAt (f := fun r => outerQ l R * sin (p * r + 0))
        (g := fun r => innerQ (E + V0 + m) p 0 R * outerP (E + m) l r)
        (continuousAt_const.mul hsR.1.continuousAt) (continuousAt_const.mul hoR.1.continuousAt)
        (by simp only [add_zero]; linear_combination hD)
    · exact glue_continuousAt (f := fun r => outerQ l R * innerQ (E + V0 + m) p 0 r)
        (g := fun r => innerQ (E + V0 + m) p 0 R * outerQ l r)
        (continuousAt_const.mul hsR.2.continuousAt) (continuousAt_const.mul hoR.2.continuousAt)
        (mul_comm _ _)
    · refine Tendsto.congr' (e0 _ _) ?_
      exact ((by fun_prop : Continuous fun x : ℝ => outerQ l R * sin (p * x + 0)).tendsto' 0 0
        (by simp)).mono_left nhdsWithin_le_nhds
    · have hq := ((inner_origin p).div_const (E + V0 + m)).const_mul (outerQ l R)
      rw [zero_div, mul_zero] at hq
      refine Tendsto.congr' (e0 _ _) (hq.congr fun x => ?_)
      simp only [innerQ, add_zero]
    · have h1 := hi.1.const_mul (innerQ (E + V0 + m) p 0 R)
      rw [mul_zero] at h1
      exact h1.congr' (eI _ _)
    · have h1 := hi.2.const_mul (innerQ (E + V0 + m) p 0 R)
      rw [mul_zero] at h1
      exact h1.congr' (eI _ _)
    · refine ⟨R, hR, ?_⟩
      simp only [le_refl, if_true, add_zero]
      by_cases hs : sin (p * R) = 0
      · right
        have hc : cos (p * R) ≠ 0 := fun hc => by
          have h1 := sin_sq_add_cos_sq (p * R)
          simp [hs, hc] at h1
        refine mul_ne_zero hA ?_
        simp only [innerQ, add_zero, hs, zero_div, sub_zero]
        exact div_ne_zero (mul_ne_zero hp.ne' hc) ha
      · exact Or.inl (mul_ne_zero hA hs)
```

## (j) The lower threshold

At $E=-m$, with $m>0$, show that a bound state exists iff $\sin pR=0$.

Now $l=0$ and (i) becomes $V_0\sin pR=0$. Since $p^2=V_0(V_0-2m)>0$, $V_0\ne0$. For a single particle in this sharp-edged well, the condition locates the depths at which a $\kappa=-1$ bound state sits at the edge of the negative-energy continuum.

```lean
/-- At `E = -m`, with `m, R, p > 0` and `p² = (V0 - m)² - m²`, a `κ = -1` bound state exists
iff `sin (p R) = 0`. -/
theorem threshold_bound_state_iff (hR : 0 < R) (hm : 0 < m) (hp : 0 < p)
    (hp2 : p ^ 2 = (V0 - m) ^ 2 - m ^ 2) :
    (∃ P Q, IsBoundState m (-m) V0 R P Q) ↔ sin (p * R) = 0 := by
  have hV : V0 ≠ 0 := fun h0 => (pow_pos hp 2).ne' (by rw [hp2, h0]; ring)
  rw [bound_state_iff (l := 0) hR (by linarith) hp (by rw [hp2]; ring) le_rfl (by ring)]
  have e : (-m + m) * (p * R * cos (p * R) - sin (p * R))
      + (-m + V0 + m) * (1 + 0 * R) * sin (p * R) = V0 * sin (p * R) := by ring
  rw [e, mul_eq_zero]
  exact or_iff_right hV

end

end DiracSphericalWell
```

```lean
#print axioms DiracSphericalWell.bound_state_iff
-- 'DiracSphericalWell.bound_state_iff' depends on axioms: [propext, Classical.choice, Quot.sound]
#print axioms DiracSphericalWell.threshold_bound_state_iff
-- 'DiracSphericalWell.threshold_bound_state_iff' depends on axioms: [propext, Classical.choice, Quot.sound]
```
